# Quarter-disc bounds on the squared Boys function \(F_0(T)^2\) for \(T>0\)

The Coulomb attraction energy between a Gaussian charge cloud \(e^{-pr^2}\) and a point nucleus at distance \(R\) from its centre is proportional to the Boys function of order zero at \(T=pR^2\), modelled here as a one-dimensional integral defined for every real \(T\):

\[
F_0(T)=\int_0^1 e^{-Tt^2}\,dt .
\]

The problems below enclose \(F_0(T)^2\) between elementary functions. They start from \(F_0\) itself and take the reduction of the Coulomb integral to it as known. After square roots are taken, such bounds enclose the magnitudes of nuclear attraction integrals over s-type Gaussians; higher angular momentum needs Boys functions of higher order, which are left aside.

```lean
import Mathlib

open Real MeasureTheory

namespace BoysDiscBounds

noncomputable section
```

In Lean, \(F_0(T)\) is `boysZero T`.

```lean
/-- The Boys function of order zero, the integral of `exp (-T t²)` over `[0, 1]`. -/
def boysZero (T : ℝ) : ℝ := ∫ t in (0:ℝ)..1, exp (-T * t ^ 2)
```

The square \(F_0(T)^2\) is the integral of \(e^{-T(x^2+y^2)}\) over the unit square. A ray from the origin with slope \(t\in[0,1]\) leaves that square at squared distance \(1+t^2\). The second modelling choice is to replace planar integration by an integral over these slopes,

\[
J(T)=\int_0^1\frac{e^{-T(1+t^2)}}{1+t^2}\,dt ,
\]

written `edgeIntegral T`. The letter \(J\) does not stand for a Coulomb integral here.

```lean
/-- The integral over slopes `t` in `[0, 1]` of `exp (-T (1 + t²)) / (1 + t²)`, where `1 + t²` is
the squared distance at which the ray of slope `t` leaves the unit square. -/
def edgeIntegral (T : ℝ) : ℝ := ∫ t in (0:ℝ)..1, exp (-T * (1 + t ^ 2)) / (1 + t ^ 2)
```

## (a) Continuity after division by \(1+t^2\)

Let \(f:\mathbb R\to\mathbb R\) be continuous. Show that \(t\mapsto f(t)/(1+t^2)\) is continuous.

**Solution.** The denominator is continuous and at least 1, so it never vanishes, and a quotient of continuous functions with nonvanishing denominator is continuous. The later parts use this to show that their integrands are integrable.

```lean
/-- A continuous function of the slope stays continuous when divided by `1 + t²`. -/
private lemma continuous_div_edge {f : ℝ → ℝ} (hf : Continuous f) :
    Continuous fun t : ℝ => f t / (1 + t ^ 2) :=
  hf.div (by fun_prop) (fun t => by positivity)
```

## (b) A constant integrated over an eighth of a turn

Show that for every real \(c\)

\[
\int_0^1\frac{c}{1+t^2}\,dt=\frac{\pi}{4}\,c .
\]

**Solution.** An antiderivative is \(c\arctan t\), with \(\arctan 1=\pi/4\) and \(\arctan 0=0\). With \(t=\tan\theta\), the measure \(dt/(1+t^2)\) is \(d\theta\).

```lean
/-- A constant integrated over the angles from 0 to `π/4`, written in terms of the slope. -/
private lemma integral_angle (c : ℝ) :
    ∫ t in (0:ℝ)..1, c / (1 + t ^ 2) = c * (π / 4) := by
  simp only [div_eq_mul_inv c]
  rw [intervalIntegral.integral_const_mul, integral_inv_one_add_sq, arctan_one, arctan_zero,
    sub_zero]
```

## (c) Rescaling to a Gaussian integral

Write \(G(x)=\int_0^x e^{-s^2}ds\). Show that for every real \(x\)

\[
x\,F_0(x^2)=G(x).
\]

**Solution.** Substitute \(s=xt\), \(ds=x\,dt\):

\[
G(x)=\int_0^1 e^{-x^2t^2}\,x\,dt=x\,F_0(x^2).
\]

At \(x=0\) both sides vanish. The Mathlib substitution rule keeps the factor \(x\) outside the integral, so nothing is divided by \(x\) and zero needs no separate case.

```lean
/-- For every real `x`, `x` times the Boys function at `x²` equals the integral of `exp (-s²)` from
0 to `x`. -/
theorem mul_boysZero_sq (x : ℝ) :
    x * boysZero (x ^ 2) = ∫ s in (0:ℝ)..x, exp (-s ^ 2) := by
  have h := intervalIntegral.smul_integral_comp_mul_left (a := 0) (b := 1)
    (f := fun s : ℝ => exp (-s ^ 2)) (c := x)
  rw [smul_eq_mul, mul_zero, mul_one] at h
  rw [← h, boysZero]
  congr 1
  refine intervalIntegral.integral_congr fun t _ => ?_
  congr 1
  ring
```

## (d) The derivative of the edge integral

Show that for every real \(x\)

\[
\frac{d}{dx}J(x^2)=-2e^{-x^2}G(x).
\]

**Solution.** The derivative of the integrand with respect to \(x\) is

\[
\frac{-2x(1+t^2)\,e^{-x^2(1+t^2)}}{1+t^2}=-2x\,e^{-x^2(1+t^2)} .
\]

For \(|y-x|<1\) its value at \(y\) is at most \(2(|x|+1)\) in magnitude, which permits differentiation under the integral. The exponential factorises, and (c) gives

\[
-2e^{-x^2}\,x\int_0^1e^{-x^2t^2}dt=-2e^{-x^2}\,x\,F_0(x^2)=-2e^{-x^2}G(x).
\]

The exchange of derivative and integral is the Mathlib theorem `intervalIntegral.hasDerivAt_integral_of_dominated_loc_of_deriv_le`. It takes the integrand `F`, its derivative `F'`, a neighbourhood of \(x\) (the ball of radius 1) and a dominating function `bound`. Six conditions remain, proved in the six bullets:

1. `F` is measurable in \(t\) for \(y\) near \(x\).
2. `F` is integrable at \(x\).
3. `F'` is measurable at \(x\).
4. `bound` dominates `F'` throughout the ball.
5. `bound` is integrable.
6. `F'` is the derivative of `F` throughout the ball.

The theorem returns the integrability of `F'` and the derivative formula; the final `.2` selects the formula.

```lean
/-- The derivative of the edge integral at `x²` with respect to `x` is
`-2 exp (-x²)` times the Gaussian integral from 0 to `x`. -/
theorem hasDerivAt_edgeIntegral_sq (x : ℝ) :
    HasDerivAt (fun y => edgeIntegral (y ^ 2))
      (-2 * exp (-x ^ 2) * ∫ s in (0:ℝ)..x, exp (-s ^ 2)) x := by
  -- differentiate under the integral sign, with a constant as dominating function
  have key : HasDerivAt
      (fun y : ℝ => ∫ t in (0:ℝ)..1, exp (-y ^ 2 * (1 + t ^ 2)) / (1 + t ^ 2))
      (∫ t in (0:ℝ)..1, -2 * x * exp (-x ^ 2 * (1 + t ^ 2))) x := by
    refine (intervalIntegral.hasDerivAt_integral_of_dominated_loc_of_deriv_le
      (μ := volume) (a := 0) (b := 1) (x₀ := x) (s := Metric.ball x 1)
      (F := fun y t : ℝ => exp (-y ^ 2 * (1 + t ^ 2)) / (1 + t ^ 2))
      (F' := fun y t : ℝ => -2 * y * exp (-y ^ 2 * (1 + t ^ 2)))
      (bound := fun _ => 2 * (|x| + 1))
      (Metric.ball_mem_nhds x one_pos) ?_ ?_ ?_ ?_ ?_ ?_).2
    · exact Filter.Eventually.of_forall fun y =>
        (continuous_div_edge (by fun_prop)).aestronglyMeasurable
    · exact (continuous_div_edge (by fun_prop)).intervalIntegrable _ _
    · exact Continuous.aestronglyMeasurable (by fun_prop)
    · refine Filter.Eventually.of_forall fun t _ y hy => ?_
      rw [Metric.mem_ball, Real.dist_eq] at hy
      have hy' : |y| ≤ |x| + 1 := by linarith [abs_sub_abs_le_abs_sub y x]
      have he : exp (-y ^ 2 * (1 + t ^ 2)) ≤ 1 := Real.exp_le_one_iff.mpr (by
        nlinarith [mul_nonneg (sq_nonneg y) (by positivity : (0:ℝ) ≤ 1 + t ^ 2)])
      calc ‖-2 * y * exp (-y ^ 2 * (1 + t ^ 2))‖
          = 2 * |y| * exp (-y ^ 2 * (1 + t ^ 2)) := by
            rw [Real.norm_eq_abs, abs_mul, abs_mul, Real.abs_exp]; norm_num
        _ ≤ 2 * (|x| + 1) * 1 := by gcongr
        _ = 2 * (|x| + 1) := mul_one _
    · exact continuous_const.intervalIntegrable _ _
    · refine Filter.Eventually.of_forall fun t _ y _ => ?_
      have h2 : HasDerivAt (fun z : ℝ => -z ^ 2) (-(2 * y)) y := by
        simpa using (hasDerivAt_pow 2 y).fun_neg
      have hne : (1 + t ^ 2) ≠ 0 := by positivity
      refine ((h2.mul_const (1 + t ^ 2)).exp.div_const (1 + t ^ 2)).congr_deriv ?_
      rw [div_eq_iff hne]
      ring
  refine key.congr_deriv ?_
  -- the Gaussian factorises, which leaves the Boys function
  rw [← mul_boysZero_sq, boysZero, ← mul_assoc, ← intervalIntegral.integral_const_mul]
  refine intervalIntegral.integral_congr fun t _ => ?_
  have e : exp (-x ^ 2 * (1 + t ^ 2)) = exp (-x ^ 2) * exp (-x ^ 2 * t ^ 2) := by
    rw [← Real.exp_add]; congr 1; ring
  rw [e]
  ring
```

## (e) An exact identity between \(F_0^2\) and \(J\)

Show that for \(T\ge 0\)

\[
T\,F_0(T)^2+J(T)=\frac{\pi}{4}.
\]

**Solution.** Let \(H(x)=G(x)^2+J(x^2)\). Since \(G'(x)=e^{-x^2}\), part (d) gives

\[
H'(x)=2G(x)e^{-x^2}-2e^{-x^2}G(x)=0 .
\]

So \(H\) is constant, with value \(H(0)=J(0)=\pi/4\) by (b). At \(x=\sqrt T\), part (c) turns \(G(\sqrt T)^2\) into \(T\,F_0(T)^2\).

In Lean, `hd` is the vanishing derivative, and `is_const_of_deriv_eq_zero` equates the values at \(\sqrt T\) and 0. For \(T>0\), division by \(T\) splits the Gaussian weight \(\pi/(4T)\) of the quadrant into \(F_0(T)^2\) inside the square and \(J(T)/T\) outside.

```lean
/-- For `T ≥ 0`, `T` times the squared Boys function and the edge integral add up to `π/4`. -/
theorem boysZero_sq_add_edgeIntegral {T : ℝ} (hT : 0 ≤ T) :
    T * boysZero T ^ 2 + edgeIntegral T = π / 4 := by
  have hc : Continuous fun s : ℝ => exp (-s ^ 2) := by fun_prop
  have hg (y : ℝ) : HasDerivAt (fun y => ∫ s in (0:ℝ)..y, exp (-s ^ 2)) (exp (-y ^ 2)) y :=
    intervalIntegral.integral_hasDerivAt_right (hc.intervalIntegrable _ _)
      (hc.stronglyMeasurableAtFilter _ _) hc.continuousAt
  -- the sum has zero derivative in `x = √T`, so it keeps its value at the origin
  have hd (y : ℝ) : HasDerivAt (fun y => (∫ s in (0:ℝ)..y, exp (-s ^ 2)) *
      (∫ s in (0:ℝ)..y, exp (-s ^ 2)) + edgeIntegral (y ^ 2)) 0 y :=
    (((hg y).fun_mul (hg y)).fun_add (hasDerivAt_edgeIntegral_sq y)).congr_deriv (by ring)
  have h := is_const_of_deriv_eq_zero (fun y => (hd y).differentiableAt)
    (fun y => (hd y).deriv) (√T) 0
  have h0 : edgeIntegral (0 ^ 2) = π / 4 := by simp [edgeIntegral]
  rw [h0, intervalIntegral.integral_same, ← mul_boysZero_sq (√T), Real.sq_sqrt hT] at h
  linear_combination h - boysZero T ^ 2 * Real.sq_sqrt hT
```

## (f) Bounds on the edge integral

Show that for \(T\ge0\)

\[
\frac{\pi}{4}e^{-2T}\le J(T)\le\frac{\pi}{4}e^{-T}.
\]

**Solution.** For \(t\in[0,1]\) we have \(1\le 1+t^2\le 2\), hence \(e^{-2T}\le e^{-T(1+t^2)}\le e^{-T}\). Divide by \(1+t^2\), integrate, and evaluate the outer integrals with (b). The integration of an inequality is `intervalIntegral.integral_mono_on`, used once for each side.

```lean
/-- For `T ≥ 0` the edge integral is at least `exp (-2 T) π / 4` and at most `exp (-T) π / 4`. -/
theorem edgeIntegral_bounds {T : ℝ} (hT : 0 ≤ T) :
    exp (-2 * T) * (π / 4) ≤ edgeIntegral T ∧ edgeIntegral T ≤ exp (-T) * (π / 4) := by
  rw [← integral_angle (exp (-2 * T)), ← integral_angle (exp (-T)), edgeIntegral]
  constructor
  · refine intervalIntegral.integral_mono_on zero_le_one
      ((continuous_div_edge (by fun_prop)).intervalIntegrable _ _)
      ((continuous_div_edge (by fun_prop)).intervalIntegrable _ _) fun t ht => ?_
    have ht2 : t ^ 2 ≤ 1 := pow_le_one₀ ht.1 ht.2
    exact div_le_div_of_nonneg_right (Real.exp_le_exp.2 (by
      nlinarith [mul_nonneg hT (sub_nonneg.2 ht2)])) (by positivity)
  · refine intervalIntegral.integral_mono_on zero_le_one
      ((continuous_div_edge (by fun_prop)).intervalIntegrable _ _)
      ((continuous_div_edge (by fun_prop)).intervalIntegrable _ _) fun t _ => ?_
    exact div_le_div_of_nonneg_right (Real.exp_le_exp.2 (by
      nlinarith [mul_nonneg hT (sq_nonneg t)])) (by positivity)
```

## (g) The two disc bounds

Show that for \(T>0\)

\[
\frac{\pi(1-e^{-T})}{4T}\le F_0(T)^2\le\frac{\pi(1-e^{-2T})}{4T}.
\]

**Solution.** By (e), \(T\,F_0(T)^2=\pi/4-J(T)\). Insert the bounds of (f) and divide by \(T\).

The outer terms are Gaussian weights of quarter discs, since for radius \(\rho\)

\[
\frac{\pi}{2}\int_0^{\rho}e^{-Tr^2}r\,dr=\frac{\pi(1-e^{-T\rho^2})}{4T}.
\]

The disc with \(\rho=1\) fits inside the square, and the one with \(\rho=\sqrt2\) contains it. The Lean statement has only the closed forms. Its proof clears the denominator \(4T\) and leaves the remaining inequality to `nlinarith`.

```lean
/-- For `T > 0` the squared Boys function is at least `π (1 - exp (-T)) / (4 T)` and at most
`π (1 - exp (-2 T)) / (4 T)`. -/
theorem boysZero_sq_disc_bounds {T : ℝ} (hT : 0 < T) :
    π * (1 - exp (-T)) / (4 * T) ≤ boysZero T ^ 2 ∧
      boysZero T ^ 2 ≤ π * (1 - exp (-2 * T)) / (4 * T) := by
  have h := boysZero_sq_add_edgeIntegral hT.le
  obtain ⟨h1, h2⟩ := edgeIntegral_bounds hT.le
  constructor
  · rw [div_le_iff₀ (by positivity)]
    nlinarith
  · rw [le_div_iff₀ (by positivity)]
    nlinarith
```

## (h) The quarter disc of equal area

Show that for \(T>0\)

\[
F_0(T)^2\le\frac{\pi(1-e^{-4T/\pi})}{4T}.
\]

**Solution.** Averaged over the angle, \(1+t^2\) equals \(4/\pi\), which is also the squared radius of the quarter disc of area 1. Put \(c=4T/\pi\). The exponential lies above its tangent line at \(c\):

\[
e^{-u}\ge e^{-c}(1+c-u).
\]

Set \(u=T(1+t^2)\), divide by \(1+t^2\) and integrate:

\[
J(T)\ge e^{-c}\left[(1+c)\frac{\pi}{4}-T\right]=\frac{\pi}{4}e^{-c},
\]

because \(c\pi/4=T\). Identity (e) then gives the claim. In the code, `key` is this lower bound on \(J\), and `Real.add_one_le_exp` supplies the tangent line.

```lean
/-- For `T > 0` the squared Boys function is at most `π (1 - exp (-(4 / π) T)) / (4 T)`. -/
theorem boysZero_sq_le_equal_area {T : ℝ} (hT : 0 < T) :
    boysZero T ^ 2 ≤ π * (1 - exp (-(4 / π * T))) / (4 * T) := by
  have key : ∀ c : ℝ, c * (π / 4) = T → exp (-c) * (π / 4) ≤ edgeIntegral T := by
    intro c hc
    -- integrate the tangent line of the exponential at the mean squared distance
    have hI : ∫ t in (0:ℝ)..1, (exp (-c) * (1 + c) / (1 + t ^ 2) - exp (-c) * T)
        = exp (-c) * (π / 4) := by
      rw [intervalIntegral.integral_sub
        ((continuous_div_edge (by fun_prop)).intervalIntegrable _ _)
        (continuous_const.intervalIntegrable _ _), integral_angle,
        intervalIntegral.integral_const, sub_zero, one_smul]
      linear_combination exp (-c) * hc
    rw [← hI, edgeIntegral]
    refine intervalIntegral.integral_mono_on zero_le_one
      (((continuous_div_edge (by fun_prop)).sub continuous_const).intervalIntegrable _ _)
      ((continuous_div_edge (by fun_prop)).intervalIntegrable _ _) fun t _ => ?_
    have hu : 0 < 1 + t ^ 2 := by positivity
    have e : exp (-T * (1 + t ^ 2)) = exp (-c) * exp (c - T * (1 + t ^ 2)) := by
      rw [← Real.exp_add]; congr 1; ring
    rw [le_div_iff₀ hu, sub_mul, div_mul_cancel₀ _ hu.ne', e]
    nlinarith [mul_le_mul_of_nonneg_left (Real.add_one_le_exp (c - T * (1 + t ^ 2)))
      (Real.exp_pos (-c)).le]
  have h1 := key (4 / π * T) (by field_simp)
  have h := boysZero_sq_add_edgeIntegral hT.le
  rw [le_div_iff₀ (by positivity)]
  nlinarith

end

end BoysDiscBounds
```

```lean
#print axioms BoysDiscBounds.boysZero_sq_disc_bounds
-- 'BoysDiscBounds.boysZero_sq_disc_bounds' depends on axioms: [propext, Classical.choice, Quot.sound]
#print axioms BoysDiscBounds.boysZero_sq_le_equal_area
-- 'BoysDiscBounds.boysZero_sq_le_equal_area' depends on axioms: [propext, Classical.choice, Quot.sound]
```

## Numbers at \(T=1\)

Expanding the exponential and integrating term by term gives

\[
F_0(1)\approx1-\tfrac13+\tfrac1{10}-\tfrac1{42}+\tfrac1{216}-\tfrac1{1320}+\tfrac1{9360}\approx0.7468,
\]

so \(F_0(1)^2\approx0.558\). The bounds of (g) are \(\frac{\pi}{4}(1-e^{-1})\approx0.496\) and \(\frac{\pi}{4}(1-e^{-2})\approx0.679\). The equal-area bound of (h) is \(\frac{\pi}{4}(1-e^{-4/\pi})\approx0.566\).
